# Exact downfolding of (E − H)ψ = s when the source s lies in the retained block

The lemma `source_iff` concerns a finite complex matrix H, not assumed Hermitian, split into a retained block 1 and a block 2 to be eliminated, and a complex energy E for which E − H₂₂ is invertible. It states that (x, y) solves (E − H)(x, y) = (s, 0) exactly when (E − H_eff(E))x = s and y = (E − H₂₂)⁻¹H₂₁x, where H_eff(E) = H₁₁ + H₁₂(E − H₂₂)⁻¹H₂₁. The vectors need not be normalised, and s may be any vector in the first block, including zero. The proof writes E − H in blocks, solves the second row for y, and substitutes the result into the first row, where the auxiliary identity `row1` is to produce the effective Hamiltonian.

As first written in Lean, the proof fails:

```lean
import Mathlib

open Matrix

namespace SequentialDownfolding

noncomputable section

variable {m n p q r : Type*} [Fintype m] [Fintype n] [Fintype p] [Fintype q] [Fintype r]
  [DecidableEq m] [DecidableEq n] [DecidableEq p] [DecidableEq q] [DecidableEq r]

/-- The energy denominator `E - H₂₂` of the second block, the one to be eliminated. -/
def gap (E : ℂ) (H : Matrix (m ⊕ n) (m ⊕ n) ℂ) : Matrix n n ℂ :=
  E • (1 : Matrix n n ℂ) - H.toBlocks₂₂

/-- The energy-dependent effective Hamiltonian `H₁₁ + H₁₂ (E - H₂₂)⁻¹ H₂₁` on the first block. -/
def downfold (E : ℂ) (H : Matrix (m ⊕ n) (m ⊕ n) ℂ) : Matrix m m ℂ :=
  H.toBlocks₁₁ + H.toBlocks₁₂ * (gap E H)⁻¹ * H.toBlocks₂₁

omit [Fintype m] [Fintype n] in
/-- The matrix `E - H` written in blocks. -/
theorem sub_eq_fromBlocks (E : ℂ) (H : Matrix (m ⊕ n) (m ⊕ n) ℂ) :
    E • (1 : Matrix (m ⊕ n) (m ⊕ n) ℂ) - H =
      fromBlocks (E • (1 : Matrix m m ℂ) - H.toBlocks₁₁) (-H.toBlocks₁₂)
        (-H.toBlocks₂₁) (gap E H) := by
  ext (i | i) (j | j) <;>
    simp [gap, toBlocks₁₁, toBlocks₁₂, toBlocks₂₁, toBlocks₂₂, Matrix.one_apply]

/-- If `E - H₂₂` is invertible, a vector `(x, y)` solves `(E - H)(x, y) = (s, 0)` exactly when `x`
solves the effective equation with source `s` and `y` is reconstructed from `x`. -/
theorem source_iff {E : ℂ} {H : Matrix (m ⊕ n) (m ⊕ n) ℂ} (h : IsUnit (gap E H))
    (x : m → ℂ) (y : n → ℂ) (s : m → ℂ) :
    (E • (1 : Matrix (m ⊕ n) (m ⊕ n) ℂ) - H) *ᵥ Sum.elim x y = Sum.elim s 0 ↔
      (E • (1 : Matrix m m ℂ) - downfold E H) *ᵥ x = s ∧
        y = (gap E H)⁻¹ *ᵥ (H.toBlocks₂₁ *ᵥ x) := by
  have hdet : IsUnit (gap E H).det := (Matrix.isUnit_iff_isUnit_det _).1 h
  have split : ∀ (a c : m → ℂ) (b d : n → ℂ),
      Sum.elim a b = Sum.elim c d ↔ a = c ∧ b = d := by
    intro a c b d
    constructor
    · intro e
      exact ⟨funext fun i => congrFun e (Sum.inl i), funext fun i => congrFun e (Sum.inr i)⟩
    · rintro ⟨rfl, rfl⟩
      rfl
  -- the second row determines `y`
  have row2 : (-H.toBlocks₂₁) *ᵥ x + gap E H *ᵥ y = 0 ↔
      y = (gap E H)⁻¹ *ᵥ (H.toBlocks₂₁ *ᵥ x) := by
    rw [Matrix.neg_mulVec, neg_add_eq_zero]
    constructor
    · intro e
      rw [e, Matrix.mulVec_mulVec, Matrix.nonsing_inv_mul _ hdet, Matrix.one_mulVec]
    · intro e
      rw [e, Matrix.mulVec_mulVec, Matrix.mul_nonsing_inv _ hdet, Matrix.one_mulVec]
  -- inserting it in the first row produces the effective Hamiltonian
  have row1 : (E • (1 : Matrix m m ℂ) - H.toBlocks₁₁) *ᵥ x +
      (-H.toBlocks₁₂) *ᵥ ((gap E H)⁻¹ *ᵥ (H.toBlocks₂₁ *ᵥ x)) =
      (E • (1 : Matrix m m ℂ) - downfold E H) *ᵥ x := by
    simp only [downfold, Matrix.sub_mulVec, Matrix.add_mulVec, Matrix.neg_mulVec,
      Matrix.mulVec_mulVec, Matrix.mul_assoc]
    abel
  rw [sub_eq_fromBlocks, Matrix.fromBlocks_mulVec, Sum.elim_comp_inl, Sum.elim_comp_inr,
    split, row2]
  constructor
  · rintro ⟨e1, e2⟩
    rw [e2, row1] at e1
    exact ⟨e1, e2⟩
  · rintro ⟨e1, e2⟩
    refine ⟨?_, e2⟩
    rw [e2, row1]
    exact e1

end

end SequentialDownfolding
```

The error:

```
Try this:
  [apply] abel_nf
Main.lean:57:54: error: unsolved goals
m : Type u_1
n : Type u_2
inst✝³ : Fintype m
inst✝² : Fintype n
inst✝¹ : DecidableEq m
inst✝ : DecidableEq n
E : ℂ
H : Matrix (m ⊕ n) (m ⊕ n) ℂ
h : IsUnit (gap E H)
x : m → ℂ
y : n → ℂ
s : m → ℂ
hdet : IsUnit (gap E H).det
split : ∀ (a c : m → ℂ) (b d : n → ℂ), a ⊕ᵥ b = c ⊕ᵥ d ↔ a = c ∧ b = d
row2 : -H.toBlocks₂₁ *ᵥ x + gap E H *ᵥ y = 0 ↔ y = (gap E H)⁻¹ *ᵥ H.toBlocks₂₁ *ᵥ x
⊢ (E • 1) *ᵥ x + (-1 • H.toBlocks₁₁ *ᵥ x + (-1 • H.toBlocks₁₂ * ((gap E H)⁻¹ * H.toBlocks₂₁)) *ᵥ x) =
    (E • 1) *ᵥ x + (-1 • H.toBlocks₁₁ *ᵥ x + -1 • (H.toBlocks₁₂ * ((gap E H)⁻¹ * H.toBlocks₂₁)) *ᵥ x)
Main.lean:58:63: warning: This simp argument is unused:
  Matrix.neg_mulVec

Hint: Omit it from the simp argument list.
  [apply] simp only [downfold, Matrix.sub_mulVec, Matrix.add_mulVec, Matrix.mulVec_mulVec, Matrix.mul_assoc]

Note: This linter can be disabled with `set_option linter.unusedSimpArgs false`
```

Diagnosis. The error is in `row1`: `abel` cannot close the goal left by `simp only`. Its suggestion to try `abel_nf` is no cure, since the goal displayed is already in normalised form and still open.

The two sides differ only in the place of a minus sign. On the left, `Matrix.mulVec_mulVec` has merged the successive actions on `x` into one matrix product, with the sign still attached to its first factor, `H.toBlocks₁₂`. `Matrix.neg_mulVec` needs the whole matrix acting on the vector to be a negation, so it does not match this product; hence the warning that it is unused. On the right, the sign stands outside the whole matrix-vector term. `abel` works with addition, subtraction and negation, but does not use the rule that a sign can be taken out of a matrix product, so it treats the two terms as unrelated.

The added `Matrix.neg_mul` turns `-A * B` into `-(A * B)`. `Matrix.neg_mulVec` can then move the sign outside the action on `x`, the terms agree, and `abel` finishes.

The change, after which it compiles:

```diff
@@ -57,5 +57,5 @@
       (E • (1 : Matrix m m ℂ) - downfold E H) *ᵥ x := by
     simp only [downfold, Matrix.sub_mulVec, Matrix.add_mulVec, Matrix.neg_mulVec,
-      Matrix.mulVec_mulVec, Matrix.mul_assoc]
+      Matrix.mulVec_mulVec, Matrix.mul_assoc, Matrix.neg_mul]
     abel
   rw [sub_eq_fromBlocks, Matrix.fromBlocks_mulVec, Sum.elim_comp_inl, Sum.elim_comp_inr,
```
